# Antisymmetrising two-electron integrals commutes with a linear transformation of the orbitals

Two-electron integrals (pq|rs) can be antisymmetrised by subtracting the exchange integral (ps|rq), and they can be carried to new orbitals by applying a matrix `U` to all four indices, with complex conjugates on the first and third. The theorem `antisym_transform` says that the order of these two operations does not matter. The original index set is finite, `U` may be any complex matrix, rectangular or not, and the integrals may be any complex array, with no symmetry assumed. The proof expands both sides into a Coulomb sum minus an exchange sum, sets aside the Coulomb sums, which are the same on both sides, and matches the exchange sums by reordering the summations.

The failing Lean file:

```lean
import Mathlib

open Matrix

namespace TwoElectronPictureChange

noncomputable section

variable {m n k : Type*} [Fintype m] [Fintype n] [Fintype k]

/-- Two-electron integrals in charge-cloud order: `g p q r s` is `(pq|rs)`. -/
abbrev TwoElectron (m : Type*) := m → m → Matrix m m ℂ

/-- The integrals transformed by `U` on all four indices. -/
def transform (U : Matrix m n ℂ) (g : TwoElectron m) : TwoElectron n :=
  fun a b => Matrix.of fun c d => ∑ p, ∑ q, ∑ r, ∑ s,
    star (U p a) * U q b * star (U r c) * U s d * g p q r s

/-- Coulomb minus exchange integrals, `(pq|rs) - (ps|rq)`. -/
def antisym (g : TwoElectron m) : TwoElectron m :=
  fun p q => Matrix.of fun r s => g p q r s - g p s r q

omit [Fintype n] in
/-- Antisymmetrizing the integrals commutes with transforming them. -/
theorem antisym_transform (U : Matrix m n ℂ) (g : TwoElectron m) :
    antisym (transform U g) = transform U (antisym g) := by
  have rev : ∀ f : m → m → m → ℂ,
      ∑ q, ∑ r, ∑ s, f q r s = ∑ s, ∑ r, ∑ q, f q r s := by
    intro f
    calc ∑ q, ∑ r, ∑ s, f q r s = ∑ r, ∑ q, ∑ s, f q r s := Finset.sum_comm
      _ = ∑ r, ∑ s, ∑ q, f q r s := Finset.sum_congr rfl fun r _ => Finset.sum_comm
      _ = ∑ s, ∑ r, ∑ q, f q r s := Finset.sum_comm
  funext a b
  ext c d
  simp only [antisym, transform, Matrix.of_apply, mul_sub, Finset.sum_sub_distrib]
  congr 1
  -- the exchange part: the two ket indices trade places
  refine Finset.sum_congr rfl fun p _ => ?_
  rw [rev]
  refine Finset.sum_congr rfl fun q _ => Finset.sum_congr rfl fun r _ =>
    Finset.sum_congr rfl fun s _ => ?_
  ring

end

end TwoElectronPictureChange
```

Messages:

```
Main.lean:36:2: error: (deterministic) timeout at `isDefEq`, maximum number of heartbeats (200000) has been reached

Note: Use `set_option maxHeartbeats <num>` to set the limit.

Hint: Additional diagnostic information may be available using the `set_option diagnostics true` command.
```

Cause. The one error is a timeout at `congr 1`: Lean spent its allowance of heartbeats in `isDefEq`, the check of whether two expressions are equal by definition.

At that point both sides are differences with the same first term. `congr 1` was meant to leave only the equality of the exchange sums, but it also tries to close goals by reflexivity. The exchange sums have two summation indices in exchanged roles, so their equality needs a reordering of the sums, which is a theorem and does not hold by unfolding definitions. Trying to settle it by definition can lead Lean to unfold the sums and the complex arithmetic, at great cost.

The repair uses `rw [sub_right_inj]`, the lemma that `a - b = a - c` holds exactly when `b = c`. It removes the common Coulomb sum by matching the form of the goal, and the reflexivity check that `rw` makes afterwards unfolds very little. The exchange equality is left for the remaining steps, which are unchanged.

Fix (accepted with no message):

```diff
@@ -34,5 +34,5 @@
   ext c d
   simp only [antisym, transform, Matrix.of_apply, mul_sub, Finset.sum_sub_distrib]
-  congr 1
+  rw [sub_right_inj]
   -- the exchange part: the two ket indices trade places
   refine Finset.sum_congr rfl fun p _ => ?_
```
